# Unrestricted direct RPA depends on the response only through its spin sum

In the direct random-phase approximation (RPA), an unrestricted calculation in a finite spatial basis shared by both spins gives the same correlation energy as a purely spatial calculation with the sum of the up and down responses. The spin-flip response has no effect. At each frequency this rests on two identities,

det(1 − VX) = det(1 − v(Xu + Xd))

tr(VX) = tr(v(Xu + Xd)).

Here v is the Coulomb matrix in the spatial basis, and Xu and Xd are the non-interacting density responses of the up and down electrons. V and X are the coupling and the response on all spin channels together. The identities assume that the coupling is the same v within and between the two spins and zero for spin flips, and that X is block diagonal in the up, down and spin-flip channels.

## Spin channels and the Coulomb coupling

In an open-shell system the up and down electrons occupy different orbitals, so Xu and Xd differ. A perturbation can also flip a spin, and the corresponding response is Xf. For a collinear reference without spin-orbit coupling the non-interacting response does not mix these channels. In the order up, down, spin-flip, with semicolons separating the rows,

X = ( Xu 0 0 ; 0 Xd 0 ; 0 0 Xf ).

The Coulomb interaction does not depend on spin. In direct RPA, which leaves out exchange in the coupling, an induced charge density acts on every electron through the same potential, whichever spin produced it. A spin-flip transition carries no charge density and therefore does not couple. This gives

V = ( v v 0 ; v v 0 ; 0 0 0 ).

The correlation energy is an integral over imaginary frequency u,

Ec = (1/2π) ∫₀^∞ du [ ln det(1 − V X(u)) + tr(V X(u)) ].

The sign convention is that of a density response to a potential, for which Xu and Xd are negative semidefinite on the imaginary axis when the orbitals are real and the electrons of each spin occupy the lowest ones. Texts that use a positive polarisability write 1 + vΠ instead, with Π = −X.

## The coupling sees only the total density

Let E denote the matrix that copies a spatial function into the up and down channels and puts nothing into the spin-flip channel:

E = ( 1 ; 1 ; 0 ).

Multiplying out the blocks gives

E v Eᵀ = ( v v 0 ; v v 0 ; 0 0 0 ) = V.

The response, seen through the same map, is

X E = ( Xu ; Xd ; 0 )

Eᵀ X E = Xu + Xd.

The block Xf has already disappeared, because E has no spin-flip component.

The columns of E are not normalised: Eᵀ E = 2. With the normalised map E/√2 the coupling becomes 2v and the response becomes (Xu + Xd)/2, and their product is unchanged.

## Moving the copying map around the product

For rectangular matrices A and B whose products AB and BA are both square, the block matrix ( 1 A ; B 1 ) factors in two ways:

( 1 A ; B 1 ) = ( 1 0 ; B 1 ) ( 1 A ; 0 1 − BA )

( 1 A ; B 1 ) = ( 1 A ; 0 1 ) ( 1 − AB 0 ; B 1 ).

All four factors are block triangular. Taking determinants of both factorisations gives

det(1 − AB) = det(1 − BA).

Now set A = E and B = v Eᵀ X. Then AB = E v Eᵀ X = VX, while BA = v Eᵀ X E = v(Xu + Xd), and the determinant identity follows.

For the trace, and for its higher powers, regroup the factors:

(AB)^(k+1) = A (BA)^k B.

Cyclicity of the trace then gives

tr (AB)^(k+1) = tr( (BA)^k B A ) = tr (BA)^(k+1).

With the same A and B,

tr (VX)^(k+1) = tr (v(Xu + Xd))^(k+1), k = 0, 1, 2, …

The case k = 0 is the trace identity. The higher powers are the ring diagrams, up to their numerical prefactors and the frequency integration. The agreement therefore holds order by order and needs no convergent series.

Since both terms of the energy integrand agree at every u, so do the integrals. The energy can still depend on the spin polarisation, because Xu + Xd itself generally changes when the orbitals and occupations change.

## One spatial function

With a single spatial function and no spin-flip channel, all blocks are numbers xu, xd and v, and

det(1 − VX) = (1 − v xu)(1 − v xd) − v² xu xd = 1 − v(xu + xd).

The products of the two responses cancel because same-spin and opposite-spin couplings are equal. If they are a and b instead, the same expansion gives

1 − a(xu + xd) + (a² − b²) xu xd.

Over the real numbers, whenever a² ≠ b², two pairs with the same sum can give different determinants: (−1, −1) and (−2, 0) differ by a² − b². An exchange contribution in the coupling generally makes a and b different.

The fully polarised limit xd = 0 leaves 1 − v xu. For one electron with v > 0 and xu < 0 the integrand ln(1 − v xu) + v xu is negative, so direct RPA assigns a correlation energy to an electron that has no partner. This is its self-correlation error.

## What the theorems say

The spatial functions are labelled by a finite type `n` and the spin-flip functions by a finite type `m`, which may have any size, including zero. The full space is labelled by `(n ⊕ n) ⊕ m`, where the two copies of `n` are up and down. `coulomb m v` is V, `response Xu Xd Xf` is X, and `spinCopy n m R` is E.

The entries lie in a commutative ring `R`. Real numbers serve on the imaginary frequency axis when the basis and the orbitals are real and the spin-flip channels are the Cartesian x and y components of the spin density. Complex numbers serve at a general frequency. The blocks are arbitrary square matrices: neither symmetry nor definiteness is assumed.

- `direct_rpa_spin_summed` states the determinant and trace identities together.
- `ring_diagram_spin_summed` states the equality of traces for every positive power, written as `k + 1`.
- `invertible_iff_spin_summed` says that 1 − VX is invertible exactly when 1 − v(Xu + Xd) is. At a complex frequency where the responses are finite, the full and the spin-summed problems thus become singular together.
- `closed_shell` sets both responses equal to `X₀` and obtains det(1 − 2vX₀). Here `X₀` is the response of one spin, whereas many texts use χ₀ for the response of both and absorb the factor 2.
- `rpaEnergy_spin_summed` states the equality of the correlation energies when the coupling and the responses are real matrices. The responses may be arbitrary functions of u.
- `unequal_coupling` is the one-function formula with couplings a and b.

In `rpaEnergy` the physical reading requires a positive determinant for all u > 0 and an integrable integrand. Lean assigns values to the logarithm and the integral elsewhere too, and there the equality has no energetic meaning.

The step from these matrices to a molecule or a solid is the representation itself: the responses are given, not constructed from orbitals, and both spins must be expanded in the same spatial functions. An auxiliary density basis or a common grid has this form. A basis of orbital transitions generally does not, since up and down transitions then have different products of orbitals and different Coulomb blocks.

For electronic-structure practice, within such a finite shared basis, the two responses can be added before the determinant is taken, so the matrix has the size of the spatial basis and not twice that size.

## The Lean source

```lean
import Mathlib

open Matrix

namespace DirectRPASpin

variable {n m p R : Type*} [Fintype n] [DecidableEq n] [Fintype m] [DecidableEq m]
  [Fintype p] [DecidableEq p] [CommRing R]

/-- The direct Coulomb coupling: the same matrix `v` within and between the up and down
channels, and zero for the spin-flip channel `m`. -/
def coulomb (m : Type*) (v : Matrix n n R) : Matrix ((n ⊕ n) ⊕ m) ((n ⊕ n) ⊕ m) R :=
  fromBlocks (fromBlocks v v v v) 0 0 0

/-- The non-interacting response, block diagonal in the up, down and spin-flip channels. -/
def response (Xu Xd : Matrix n n R) (Xf : Matrix m m R) :
    Matrix ((n ⊕ n) ⊕ m) ((n ⊕ n) ⊕ m) R :=
  fromBlocks (fromBlocks Xu 0 0 Xd) 0 0 Xf

/-- The map that copies a spatial function into the up and down channels, with no
spin-flip component. -/
def spinCopy (n m R : Type*) [DecidableEq n] [CommRing R] : Matrix ((n ⊕ n) ⊕ m) n R :=
  fromRows (fromRows 1 1) 0

omit [Fintype m] [DecidableEq m] in
/-- The direct Coulomb coupling acts only through the total density: it factors through
the spatial matrix `v`. -/
theorem coulomb_factor (v : Matrix n n R) :
    coulomb m v = spinCopy n m R * v * (spinCopy n m R)ᵀ := by
  ext ((i | i) | i) ((j | j) | j) <;>
    simp [coulomb, spinCopy, Matrix.mul_apply, Matrix.one_apply]

omit [DecidableEq m] in
/-- Seen by the total density, the response is the sum of the up and down responses. -/
theorem response_spin_sum (Xu Xd : Matrix n n R) (Xf : Matrix m m R) :
    (spinCopy n m R)ᵀ * response Xu Xd Xf * spinCopy n m R = Xu + Xd := by
  ext i j
  simp [response, spinCopy, Matrix.mul_apply, Matrix.one_apply, Fintype.sum_sum_type]

/-- The trace of any positive power of a product of two rectangular matrices is unchanged
when the factors are exchanged. -/
theorem trace_pow_exchange (A : Matrix p n R) (B : Matrix n p R) (k : ℕ) :
    trace ((A * B) ^ (k + 1)) = trace ((B * A) ^ (k + 1)) := by
  -- pull the first and the last factor out of the power
  have h : (A * B) ^ (k + 1) = A * ((B * A) ^ k * B) := by
    induction k with
    | zero => simp
    | succ k ih =>
      rw [pow_succ (A * B) (k + 1), ih, pow_succ (B * A) k]
      simp only [Matrix.mul_assoc]
  rw [h, Matrix.trace_mul_comm, Matrix.mul_assoc, pow_succ]

/-- The trace of every positive power `k + 1` of the coupling times the response depends on the
response only through the sum of its up and down blocks. -/
theorem ring_diagram_spin_summed (v Xu Xd : Matrix n n R) (Xf : Matrix m m R) (k : ℕ) :
    trace ((coulomb m v * response Xu Xd Xf) ^ (k + 1))
      = trace ((v * (Xu + Xd)) ^ (k + 1)) := by
  rw [coulomb_factor, Matrix.mul_assoc, Matrix.mul_assoc, trace_pow_exchange,
    Matrix.mul_assoc, response_spin_sum]

/-- In unrestricted direct RPA the determinant and the trace depend on the response only
through the sum of its up and down blocks; the spin-flip block drops out. -/
theorem direct_rpa_spin_summed (v Xu Xd : Matrix n n R) (Xf : Matrix m m R) :
    det (1 - coulomb m v * response Xu Xd Xf) = det (1 - v * (Xu + Xd)) ∧
      trace (coulomb m v * response Xu Xd Xf) = trace (v * (Xu + Xd)) := by
  constructor
  · -- move the copying map from the left end of the product to the right end
    rw [coulomb_factor, Matrix.mul_assoc, Matrix.mul_assoc, sub_eq_add_neg,
      ← Matrix.neg_mul, Matrix.det_one_add_mul_comm, Matrix.mul_neg,
      Matrix.mul_assoc, response_spin_sum, ← sub_eq_add_neg]
  · simpa using ring_diagram_spin_summed v Xu Xd Xf 0

/-- The unrestricted direct RPA matrix `1 - V X` is invertible exactly when its
spin-summed spatial counterpart is. -/
theorem invertible_iff_spin_summed (v Xu Xd : Matrix n n R) (Xf : Matrix m m R) :
    IsUnit (1 - coulomb m v * response Xu Xd Xf) ↔ IsUnit (1 - v * (Xu + Xd)) := by
  rw [Matrix.isUnit_iff_isUnit_det, Matrix.isUnit_iff_isUnit_det,
    (direct_rpa_spin_summed v Xu Xd Xf).1]

/-- For a closed shell, with equal up and down responses `X₀`, the determinant is that of
the spatial problem with the response doubled. -/
theorem closed_shell (v X₀ : Matrix n n R) (Xf : Matrix m m R) :
    det (1 - coulomb m v * response X₀ X₀ Xf) = det (1 - (2 : R) • (v * X₀)) := by
  rw [(direct_rpa_spin_summed v X₀ X₀ Xf).1, Matrix.mul_add, two_smul]

/-- The direct RPA correlation energy as an integral over imaginary frequency `u`, for a coupling
`V` and a response `X u`. Its reading as an energy requires that `det (1 - V * X u)` is positive for
all `u > 0` and that the integrand is integrable. -/
noncomputable def rpaEnergy (V : Matrix p p ℝ) (X : ℝ → Matrix p p ℝ) : ℝ :=
  1 / (2 * Real.pi) *
    ∫ u in Set.Ioi (0 : ℝ), (Real.log (det (1 - V * X u)) + trace (V * X u))

/-- The unrestricted direct RPA correlation energy equals the energy computed in the
spatial basis from the sum of the up and down responses. -/
theorem rpaEnergy_spin_summed (v : Matrix n n ℝ) (Xu Xd : ℝ → Matrix n n ℝ)
    (Xf : ℝ → Matrix m m ℝ) :
    rpaEnergy (coulomb m v) (fun u => response (Xu u) (Xd u) (Xf u))
      = rpaEnergy v (fun u => Xu u + Xd u) := by
  simp only [rpaEnergy, direct_rpa_spin_summed]

/-- With one spatial function, same-spin coupling `a` and opposite-spin coupling `b`, the
determinant contains the product of the two spin responses with the factor `a² - b²`. -/
theorem unequal_coupling (a b xu xd : R) :
    det (1 - !![a, b; b, a] * !![xu, 0; 0, xd])
      = 1 - a * (xu + xd) + (a ^ 2 - b ^ 2) * (xu * xd) := by
  rw [Matrix.det_fin_two]
  simp
  ring

end DirectRPASpin
```

```lean
#print axioms DirectRPASpin.direct_rpa_spin_summed
#print axioms DirectRPASpin.invertible_iff_spin_summed
#print axioms DirectRPASpin.rpaEnergy_spin_summed
#print axioms DirectRPASpin.unequal_coupling
```

```
'DirectRPASpin.direct_rpa_spin_summed' depends on axioms: [propext, Classical.choice, Quot.sound]
'DirectRPASpin.invertible_iff_spin_summed' depends on axioms: [propext, Classical.choice, Quot.sound]
'DirectRPASpin.rpaEnergy_spin_summed' depends on axioms: [propext, Classical.choice, Quot.sound]
'DirectRPASpin.unequal_coupling' depends on axioms: [propext, Classical.choice, Quot.sound]
```

## From block entries to the energy

**The two block calculations.** `coulomb_factor` proves V = E v Eᵀ entry by entry. The `ext` line splits each index into up, down or spin-flip, which gives nine cases, and `simp` evaluates the matrix products in each. `response_spin_sum` proves Eᵀ X E = Xu + Xd in the same manner. Its sums run over the full space, and `Fintype.sum_sum_type` splits them into sums over the three channels. The identity blocks of E then select the entries of Xu and Xd.

**Powers and traces.** `trace_pow_exchange` first establishes the regrouping (AB)^(k+1) = A (BA)^k B by induction on k. In the induction step one more factor AB is attached on the right:

A (BA)^k B · AB = A (BA)^(k+1) B.

Then `Matrix.trace_mul_comm` carries the leading A to the end, where it completes the last factor BA.

`ring_diagram_spin_summed` applies this to the coupling and response. After `coulomb_factor` has replaced V, two uses of associativity bracket the product as E(v(EᵀX)), so that A = E and B = v(EᵀX). The exchange puts E on the right, and `response_spin_sum` evaluates what now stands beside v.

**The determinant.** The first half of `direct_rpa_spin_summed` takes the same route. Mathlib's `Matrix.det_one_add_mul_comm` is stated with a plus sign, det(1 + AB) = det(1 + BA), so the proof writes 1 − EB as 1 + (−E)B, exchanges the factors, and restores the minus sign. This library theorem takes the place of the two block factorisations in the derivation above. The second half is the ring-diagram theorem at `k = 0`.

**Invertibility and the closed shell.** A square matrix over a commutative ring is invertible exactly when its determinant is. `invertible_iff_spin_summed` applies this criterion to both matrices, whose determinants are already known to agree. `closed_shell` inserts equal responses and collects vX₀ + vX₀ into twice vX₀.

**The energy integral.** In `rpaEnergy_spin_summed`, `simp` unfolds the energy and rewrites the determinant and the trace under the integral sign. The two integrands become the same function of u, so no limit has to be exchanged with the integral and no estimate is needed.

**Unequal couplings.** `unequal_coupling` expands the two-by-two determinant with `Matrix.det_fin_two`, simplifies the entries, and leaves the remaining polynomial identity to `ring`. It is a separate calculation on two spin channels and uses none of the preceding lemmas.
